# Second-order gauge defect of a projector that commutes with the Hamiltonian

A particle of charge $q$ with Hamiltonian $H$ and coordinate $X$ sits in a uniform electric field $\mathcal E(t) = -\dot{\mathcal A}(t)$, where $\mathcal A$ is the vector potential. In the length gauge the Hamiltonian is $H - q\mathcal E X$. The unitary $\exp(i\lambda X)$ with $\lambda = q\mathcal A/\hbar$ removes the dipole term and gives the velocity gauge,

$$\exp(i\lambda X)\,H\exp(-i\lambda X) = H - i\lambda\,[H,X] + \tfrac{\lambda^2}{2}\,[X,[H,X]] + \dots$$

For $H = p^2/2m + V(X)$, with momentum $p$, mass $m$ and potential $V$, the double commutator is $\hbar^2/m$ and the quadratic term is the diamagnetic energy $q^2\mathcal A^2/2m$. A calculation that keeps only some levels or bands introduces a projector $P$ and can apply it at either of two moments: to the transformed Hamiltonian, or to $H$ and $X$ before the transformation. When $P$ is idempotent and commutes with $H$, the two truncations agree at order $\lambda$ and differ at order $\lambda^2$ by $\tfrac{\lambda^2}{2}D$, where, with $Q = 1-P$,

$$D = P[X,[H,X]]P - [PXP,[PHP,PXP]] = 2PXQHQXP - PXQXPH - HPXQXP .$$

This bears on few-level and few-band simulations in the velocity gauge, for a spatially uniform field, at second order in $\mathcal A$, and for a retained space that $H$ leaves invariant. The series above and the failure examples below are ordinary algebra added for orientation; only the displayed theorems are machine-checked.

## Operators as elements of a ring

The algebraic theorems hold in an arbitrary ring `A`: operators can be added and multiplied without commutativity, and there are no complex scalars, adjoints or norms.

```lean
import Mathlib

open scoped InnerProductSpace

namespace ProjectedGaugeDefect

section RingPart

variable {A : Type*} [Ring A]

/-- The commutator `[a, b] = ab - ba`. -/
def comm (a b : A) : A := a * b - b * a

/-- The projected operator `P a P`. -/
def proj (P a : A) : A := P * a * P
```

`diamag H X Y` is $[X,[H,Y]]$ for two coordinate operators $X$ and $Y$. A field with several components has the quadratic term $\tfrac12\sum_{jk}\lambda_j\lambda_k[X_j,[H,X_k]]$, with one parameter $\lambda_j$ for each coordinate $X_j$, so these are the entries of the diamagnetic tensor.

```lean
/-- The double commutator `[X, [H, Y]]` of the Hamiltonian `H` with two coordinate
operators `X` and `Y`. -/
def diamag (H X Y : A) : A := comm X (comm H Y)
```

`gaugeDefect P H X Y` fixes the sign as "projected after" minus "projected before", and $D$ is the case $Y = X$. The factor $\lambda^2/2$ is left out. The exponentials, orders beyond the second and the value $\hbar^2/m$ do not enter the file.

```lean
/-- The double commutator projected afterwards minus the double commutator of the
projected operators: `P[X,[H,Y]]P - [PXP,[PHP,PYP]]`. -/
def gaugeDefect (P H X Y : A) : A :=
  proj P (diamag H X Y) - diamag (proj P H) (proj P X) (proj P Y)
```

## Idempotence, $P^2 = P$

Idempotence (`hP`) says that $P$ selects a subspace: truncating a truncated state changes nothing. By hand it merges adjacent projected operators, as in $PXP\cdot PHP = PXPHP$, and it gives $PQ = QP = 0$ and $Q^2 = Q$. In Lean it appears as `hPP` in the first-order and two-coordinate theorems, and it yields `hQ2` and `hPQ` in the two theorems on expectation values.

A sum of dyads over non-orthogonal orbitals, taken without the inverse overlap matrix, is a typical operator that is not idempotent. The smallest failure is $P = 2\cdot 1$, which commutes with every $H$: then $P[H,X]P = 4[H,X]$ while $[PHP,PXP] = 16[H,X]$, so for operators on a real or complex space with $[H,X] \neq 0$ the truncations already disagree at first order.

## Invariance of the retained space, $PH = HP$

Commutation (`hH`) says that $H$ has no matrix elements between retained and discarded states, as when $P$ projects on exact eigenstates or on whole bands of $H$. Combined with idempotence it gives

$$PHP = PPH = PH, \qquad PHP = HPP = HP .$$

The first-order statement follows in two lines:

$$PHP\cdot PXP = (PHP)\,XP = PHXP, \qquad PXP\cdot PHP = PX\,(PHP) = PXHP,$$

so $[PHP,PXP] = PHXP - PXHP = P[H,X]P$. The velocity operator $\tfrac{i}{\hbar}[H,X]$ is therefore the same in both truncations.

```lean
/-- For an idempotent `P` commuting with `H`, the projected commutator `P[H,X]P`
equals `[PHP, PXP]`. -/
theorem first_order_no_defect {P H : A} (hP : P * P = P) (hH : P * H = H * P) (X : A) :
    proj P (comm H X) = comm (proj P H) (proj P X) := by
  have hPP : ∀ z, P * (P * z) = P * z := fun z => by rw [← mul_assoc, hP]
  have hHP : ∀ z, H * (P * z) = P * (H * z) := fun z => by
    rw [← mul_assoc, ← hH, mul_assoc]
  simp only [proj, comm, mul_sub, sub_mul, mul_assoc, hPP, hHP, hH.symm]
```

The proof turns `hH` into `hHP`, which moves $P$ leftwards through $H$. After `simp only` expands both commutators and applies `hPP`, `hHP` and `hH.symm`, the two sides are the same pair of words.

Without commutation, inserting $1 = P + Q$ between $H$ and $X$ leaves the first-order difference $PHQXP - PXQHP$. With $P = \mathrm{diag}(1,0)$ and the Pauli matrices $H = \sigma_x$, $X = \sigma_y$, one finds $P[H,X]P = 2iP$ while $PHP = 0$. A finite orbital basis that is not spanned by eigenstates of the exact $H$ is generally in this situation, and the theorems do not apply to it.

## Completeness, $Q = 1 - P$

The equation `hQ` names the discarded space and says that it contains everything $P$ leaves out. By hand it enters as $1 = P + Q$. Expanding the two double commutators and merging $PP = P$,

$$P[X,[H,Y]]P = PXHYP - PXYHP - PHYXP + PYHXP,$$

$$[PXP,[PHP,PYP]] = PXPHPYP - PXPYPHP - PHPYPXP + PYPHPXP .$$

The four differences are taken term by term. Since $PHQ = HPQ = 0$ and $QHP = QPH = 0$,

$$H = (P+Q)H(P+Q) = PHP + QHQ,$$

so the first difference is $PX(H - PHP)YP = PXQHQYP$ and the fourth is $PYQHQXP$. In the second, $HP = PH$ and $PHP = PH$ give $PXYPH - PXPYPH = PXQYPH$. In the third, $PH = HP$ and $PHP = HP$ give $HPYXP - HPYPXP = HPYQXP$. Collecting signs,

$$P[X,[H,Y]]P - [PXP,[PHP,PYP]] = PXQHQYP + PYQHQXP - PXQYPH - HPYQXP .$$

Each term leaves the retained space through one coordinate and returns through the other. Nothing is assumed about $[X,Y]$.

```lean
/-- For an idempotent `P` commuting with `H` and `Q = 1 - P`, the defect for two
coordinate operators is `PXQHQYP + PYQHQXP - PXQYPH - HPYQXP`. -/
theorem gaugeDefect_mixed {P Q H : A} (hP : P * P = P) (hQ : Q = 1 - P)
    (hH : P * H = H * P) (X Y : A) :
    gaugeDefect P H X Y =
      P * X * Q * H * Q * Y * P + P * Y * Q * H * Q * X * P
        - P * X * Q * Y * P * H - H * P * Y * Q * X * P := by
  -- normal form: move `P` to the left through `H` and absorb `P * P`
  have hPP : ∀ z, P * (P * z) = P * z := fun z => by rw [← mul_assoc, hP]
  have hHP : ∀ z, H * (P * z) = P * (H * z) := fun z => by
    rw [← mul_assoc, ← hH, mul_assoc]
  subst hQ
  simp only [gaugeDefect, diamag, proj, comm, mul_sub, sub_mul, mul_assoc, mul_one,
    hPP, hHP, hH.symm]
  abel
```

Here `subst hQ` replaces $Q$ by $1 - P$, so Lean runs the argument backwards: it expands the right side rather than collecting the left. Setting $Y = X$ makes the first two terms equal and gives the main identity. Its `2` is the ring element $1 + 1$, and `two_mul` splits the first term into the sum that `gaugeDefect_mixed` provides.

```lean
/-- For an idempotent `P` commuting with `H` and `Q = 1 - P`,
`P[X,[H,X]]P - [PXP,[PHP,PXP]] = 2PXQHQXP - PXQXPH - HPXQXP`. -/
theorem second_order_defect {P Q H : A} (hP : P * P = P) (hQ : Q = 1 - P)
    (hH : P * H = H * P) (X : A) :
    P * comm X (comm H X) * P - comm (P * X * P) (comm (P * H * P) (P * X * P)) =
      2 * (P * X * Q * H * Q * X * P) - P * X * Q * X * P * H
        - H * P * X * Q * X * P := by
  rw [two_mul]
  exact gaugeDefect_mixed hP hQ hH X X
```

If $Q$ projects on only part of the complement, the right side misses the excursions into the omitted states. In the extreme case $Q = 0$ it vanishes, whereas the left side, which does not contain $Q$, is nonzero in the two-level system at the end whenever the two energies differ.

## Right-nested words and relations with a tail

The proof of `gaugeDefect_mixed` turns on how relations are fed to `simp only`. Multiplication in Lean is binary, and `P * X * Q` means `(P * X) * Q`. With `mul_assoc` among the rewrite rules every product is pushed to the right-nested form $a(b(c\cdots))$, so that equal words become identical terms. In that form a pair $PP$ in the middle of a word is not a subterm `P * P`: it occurs as `P * (P * z)`, where `z` is the rest of the word, and `hP` would not match. Hence the relations are restated with a universally quantified tail, `hPP : ∀ z, P * (P * z) = P * z` and `hHP : ∀ z, H * (P * z) = P * (H * z)`, while `hH.symm` covers $HP$ at the very end of a word, where there is no tail. Each use either shortens a word or moves a $P$ to the left of an $H$, so these rules cannot loop.

For the first term on the right,

$$PX(1-P)H(1-P)YP = PXHYP - PXHPYP - PXPHYP + PXPHPYP,$$

and the last three words all normalise to $PXPHYP$. What remains is a count of signs, $-1-1+1$. The tactic `abel` does it, treating each word as an atom of the additive commutative group; `ring` would need a commutative product.

## No coupling out of the retained space, $QXP = 0$

The condition `hX` says that $X$ maps retained states to retained states. Every term of $D$ contains the factor $QXP$, so $D = 0$. Only this one block is needed; in a ring $PXQ$ may remain nonzero.

```lean
/-- For an idempotent `P` commuting with `H` and `Q = 1 - P`, the defect vanishes when
the block `QXP` vanishes. -/
theorem gaugeDefect_eq_zero {P Q H X : A} (hP : P * P = P) (hQ : Q = 1 - P)
    (hH : P * H = H * P) (hX : Q * X * P = 0) : gaugeDefect P H X X = 0 := by
  have h1 : Q * (X * P) = 0 := by rw [← mul_assoc, hX]
  rw [gaugeDefect_mixed hP hQ hH]
  simp only [mul_assoc, h1, mul_zero, zero_mul, add_zero, sub_zero]

end RingPart
```

The proof states the condition in nested form as `h1`, rewrites with `gaugeDefect_mixed`, and clears the terms with `mul_zero` and `zero_mul`. The condition is sufficient and not necessary: two degenerate levels coupled by $X$ have $QXP \neq 0$ and $D = 0$, by the last theorem with equal energies.

## Symmetric operators and a retained eigenstate

Expectation values need an inner product. `E` is a complex inner product space, `⟪u, v⟫_ℂ` is antilinear in its first argument as in Dirac notation, and `Module.End ℂ E` is the ring of linear maps defined on all of `E`. Neither completeness nor continuity is assumed, so for unbounded $H$ and $X$ the space can be read as a common domain that $P$, $H$ and $X$ preserve; questions of self-adjointness are not treated. Bloch states of an infinite crystal are not normalisable, so the two theorems on expectation values do not cover them.

`LinearMap.IsSymmetric` means $\langle Tu,v\rangle = \langle u,Tv\rangle$ for the operator $T$ and all vectors $u, v$. For $P$ it makes the projector orthogonal; for $H$ and $X$ it is the usual property of observables. The state $\psi$ obeys $P\psi = \psi$ (`hψ`) and $H\psi = e\psi$ with real energy $e$ (`hE`). Put $\varphi = QX\psi$, the part of $X\psi$ that the truncation discards. Symmetry of $P$, $X$ and $Q$, with $P\psi = \psi$, gives for any vector $v$

$$\langle\psi, PXQv\rangle = \langle\psi, XQv\rangle = \langle X\psi, Qv\rangle = \langle\varphi, v\rangle .$$

The first term of $D$ has $v = HQX\psi$ and contributes $2\langle\varphi,H\varphi\rangle$. In the second, $PH\psi = e\psi$, leaving $e\langle\varphi, X\psi\rangle$, and $Q^2 = Q$ gives $\langle\varphi,X\psi\rangle = \langle Q\varphi,X\psi\rangle = \langle\varphi,\varphi\rangle$. In the third, symmetry of $H$ moves it to the bra, $\langle\psi,Hw\rangle = e\langle\psi,w\rangle$ for any vector $w$, with the same remainder. Therefore

$$\langle\psi,D\psi\rangle = 2\big(\langle\varphi,H\varphi\rangle - e\langle\varphi,\varphi\rangle\big).$$

The vector $\psi$ is not normalised; for $\psi \ne 0$ the expectation value proper is this expression divided by $\|\psi\|^2$.

```lean
section Hilbert

variable {E : Type*} [NormedAddCommGroup E] [InnerProductSpace ℂ E]

/-- For symmetric `P`, `H`, `X` with `P` idempotent and commuting with `H`, and a vector `ψ` with
`Pψ = ψ` and `Hψ = eψ`, the inner product `⟨ψ, gaugeDefect P H X X ψ⟩` equals `2(⟨φ, Hφ⟩ - e⟨φ, φ⟩)`
with `φ = QXψ` and `Q = 1 - P`. -/
theorem gaugeDefect_expectation {P Q H X : Module.End ℂ E} (hP : P * P = P)
    (hQ : Q = 1 - P) (hH : P * H = H * P) (hPs : LinearMap.IsSymmetric P)
    (hHs : LinearMap.IsSymmetric H) (hXs : LinearMap.IsSymmetric X)
    {ψ : E} {e : ℝ} (hψ : P ψ = ψ) (hE : H ψ = (e : ℂ) • ψ) :
    ⟪ψ, gaugeDefect P H X X ψ⟫_ℂ =
      2 * (⟪Q (X ψ), H (Q (X ψ))⟫_ℂ - e * ⟪Q (X ψ), Q (X ψ)⟫_ℂ) := by
  have hQs : ∀ u v, ⟪Q u, v⟫_ℂ = ⟪u, Q v⟫_ℂ := by
    intro u v
    rw [hQ]
    simp only [LinearMap.sub_apply, Module.End.one_apply, inner_sub_left,
      inner_sub_right, hPs u v]
  have hQ2 : Q * Q = Q := by
    rw [hQ]
    simp only [mul_sub, sub_mul, mul_one, one_mul, hP]
    abel
  have hQQ : ∀ v, Q (Q v) = Q v := fun v => LinearMap.congr_fun hQ2 v
  -- move `PXQ` onto the bra
  have key : ∀ v, ⟪ψ, P (X (Q v))⟫_ℂ = ⟪Q (X ψ), v⟫_ℂ := by
    intro v
    rw [← hPs ψ (X (Q v)), hψ, ← hXs ψ (Q v), ← hQs (X ψ) v]
  have key2 : ⟪Q (X ψ), X ψ⟫_ℂ = ⟪Q (X ψ), Q (X ψ)⟫_ℂ := by
    rw [← hQs (Q (X ψ)) (X ψ), hQQ]
  -- `H` acting on the bra gives the real energy
  have hHl : ∀ w, ⟪ψ, H w⟫_ℂ = e * ⟪ψ, w⟫_ℂ := by
    intro w
    rw [← hHs ψ w, hE, inner_smul_left, Complex.conj_ofReal]
  rw [gaugeDefect_mixed hP hQ hH]
  simp only [LinearMap.sub_apply, LinearMap.add_apply, Module.End.mul_apply,
    inner_sub_right, inner_add_right, hψ, hE, map_smul, inner_smul_right, hHl, key]
  rw [key2]
  ring
```

The steps correspond one to one. `hQs` derives symmetry of $Q$ from `hPs`; `key` is the chain of three moves, using `hPs`, `hψ`, `hXs` and `hQs`; `key2` uses $Q^2 = Q$; and `hHl` is the only place where `hHs` appears, with `Complex.conj_ofReal` recording that $e$ is real. The closing `ring` works on complex numbers.

If $X$ or $P$ is not symmetric, the bra vector in general differs from $\varphi$ and the result is no longer a quadratic form in one vector. If $H$ is not symmetric, $\psi$ need not be a left eigenvector and the third term does not reduce. If $\psi$ is not retained, $P = 0$ gives $D = 0$ while the right side is $2(\langle X\psi,HX\psi\rangle - e\|X\psi\|^2)$. If $\psi$ is retained but not an eigenstate, the last two terms combine to $-2\,\mathrm{Re}\langle\varphi,XH\psi\rangle$. In finite dimension, with an orthonormal basis of the discarded space made of eigenstates $|n\rangle$ of energy $E_n$, the right side reads $2\sum_n (E_n - e)\,|\langle n|X|\psi\rangle|^2$, the share of the Thomas–Reiche–Kuhn sum carried by the discarded levels; the sum rule itself needs $[X,[H,X]] = \hbar^2/m$, which is not used here and cannot hold in finite dimension, where every commutator has zero trace.

## An energy gap above the state

`hgap` postulates a real constant $\Delta$ such that every vector annihilated by $P$ has mean energy at least $e + \Delta$. It stands for the distance from the level $e$ up to the bottom of the discarded spectrum and is assumed, not derived from any model. It is used once: $P\varphi = PQX\psi = 0$, so $\mathrm{Re}\langle\varphi,H\varphi\rangle \ge (e+\Delta)\|\varphi\|^2$ and

$$\mathrm{Re}\langle\psi,D\psi\rangle \ge 2\Delta\,\|QX\psi\|^2 .$$

```lean
/-- For symmetric `P`, `H`, `X` with `P` idempotent and commuting with `H`, `Q = 1 - P`, and a
vector `ψ` with `Pψ = ψ` and `Hψ = eψ`: if every vector `φ` annihilated by `P` has `Re⟨φ, Hφ⟩ ≥ (e +
Δ)‖φ‖²`, the real part of `⟨ψ, gaugeDefect P H X X ψ⟩` is at least `2Δ‖QXψ‖²`. -/
theorem gaugeDefect_expectation_ge {P Q H X : Module.End ℂ E} (hP : P * P = P)
    (hQ : Q = 1 - P) (hH : P * H = H * P) (hPs : LinearMap.IsSymmetric P)
    (hHs : LinearMap.IsSymmetric H) (hXs : LinearMap.IsSymmetric X)
    {ψ : E} {e Δ : ℝ} (hψ : P ψ = ψ) (hE : H ψ = (e : ℂ) • ψ)
    (hgap : ∀ φ, P φ = 0 → (e + Δ) * ‖φ‖ ^ 2 ≤ (⟪φ, H φ⟫_ℂ).re) :
    2 * Δ * ‖Q (X ψ)‖ ^ 2 ≤ (⟪ψ, gaugeDefect P H X X ψ⟫_ℂ).re := by
  have hPQ : P * Q = 0 := by rw [hQ, mul_sub, mul_one, hP, sub_self]
  have h0 : P (Q (X ψ)) = 0 := LinearMap.congr_fun hPQ (X ψ)
  have hg := hgap _ h0
  have hn : (⟪Q (X ψ), Q (X ψ)⟫_ℂ).re = ‖Q (X ψ)‖ ^ 2 :=
    inner_self_eq_norm_sq (𝕜 := ℂ) (Q (X ψ))
  have hre : ∀ a b : ℂ, (2 * (a - e * b)).re = 2 * (a.re - e * b.re) := by
    intro a b
    simp
  rw [gaugeDefect_expectation hP hQ hH hPs hHs hXs hψ hE, hre, hn]
  linarith

end Hilbert
```

Here `h0` is $P\varphi = 0$, `hg` applies the gap to it, `hn` and `hre` take real parts, and `linarith` subtracts $e\|\varphi\|^2$. For $\Delta \ge 0$ the diamagnetic term projected afterwards is at least as large in $\psi$ as the one built from projected operators. The theorem also admits $\Delta < 0$, where the bound fixes no sign. That case arises when discarded levels lie below $e$, as with omitted core states, and the expectation can then be negative.

## Two levels with defect $2(b-a)$

Take real $2\times2$ matrices on levels $0$ and $1$, keeping level $0$.

```lean
/-- The projector on the first level of a two-level system. -/
def lowP : Matrix (Fin 2) (Fin 2) ℝ := !![1, 0; 0, 0]
```

The energies of levels $0$ and $1$ are $a$ and $b$.

```lean
/-- The diagonal two-level Hamiltonian with energies `a` and `b`. -/
def twoH (a b : ℝ) : Matrix (Fin 2) (Fin 2) ℝ := !![a, 0; 0, b]
```

The coordinate is $X = \sigma_x$, with unit transition element.

```lean
/-- The coordinate operator that couples the two levels with unit matrix element. -/
def dipX : Matrix (Fin 2) (Fin 2) ℝ := !![0, 1; 1, 0]
```

Since $X^2 = 1$ and $XHX = \mathrm{diag}(b,a)$,

$$[X,[H,X]] = 2XHX - X^2H - HX^2 = \mathrm{diag}\big(2(b-a),\,2(a-b)\big),$$

while $PXP = 0$ makes the double commutator of the projected operators vanish. Hence $D = \mathrm{diag}(2(b-a),0)$: positive on level $0$ when the discarded level lies above, zero at degeneracy, negative when it lies below. For the unit vector $\psi = (1,0)$ one has $e = a$ and $\varphi = (0,1)$, and the entry $2(b-a)$ equals $2\Delta\|\varphi\|^2$ with $\Delta = b-a$. The theorem states idempotence, commutation and the value of the defect in the matrix ring, and proves each entry by entry with `fin_cases`.

```lean
/-- In the two-level system the projector is idempotent and commutes with the
Hamiltonian, and the defect is `diag(2(b - a), 0)`. -/
theorem gaugeDefect_witness (a b : ℝ) :
    lowP * lowP = lowP ∧ lowP * twoH a b = twoH a b * lowP ∧
      gaugeDefect lowP (twoH a b) dipX dipX = !![2 * (b - a), 0; 0, 0] := by
  refine ⟨?_, ?_, ?_⟩
  · ext i j
    fin_cases i <;> fin_cases j <;> simp [lowP, Matrix.mul_apply, Fin.sum_univ_succ]
  · ext i j
    fin_cases i <;> fin_cases j <;>
      simp [lowP, twoH, Matrix.mul_apply, Fin.sum_univ_succ]
  · ext i j
    fin_cases i <;> fin_cases j <;>
      simp [gaugeDefect, diamag, proj, comm, lowP, twoH, dipX]
    ring

end ProjectedGaugeDefect
```

```lean
#print axioms ProjectedGaugeDefect.first_order_no_defect
-- 'ProjectedGaugeDefect.first_order_no_defect' depends on axioms: [propext]
#print axioms ProjectedGaugeDefect.second_order_defect
-- 'ProjectedGaugeDefect.second_order_defect' depends on axioms: [propext]
#print axioms ProjectedGaugeDefect.gaugeDefect_eq_zero
-- 'ProjectedGaugeDefect.gaugeDefect_eq_zero' depends on axioms: [propext]
#print axioms ProjectedGaugeDefect.gaugeDefect_expectation_ge
-- 'ProjectedGaugeDefect.gaugeDefect_expectation_ge' depends on axioms: [propext, Classical.choice, Quot.sound]
```
